# Divergence, curl and parity of \(x\times\nabla\psi\) and its curl for a Helmholtz solution

Let \(R\) be a commutative algebra of scalar fields over a ring \(K\) of constants. It has coordinates \(x_0,x_1,x_2\) and commuting derivatives \(\partial_0,\partial_1,\partial_2\), which obey the product rule, annihilate constants and satisfy \(\partial_i x_j=\delta_{ij}\). For \(\psi\in R\) put

\[
M=x\times\nabla\psi,\qquad N=\nabla\times M .
\]

Inversion is an algebra map \(P\) with \(Px_j=-x_j\) and \(P\partial_i f=-\partial_i Pf\). The field \(\psi\) has parity \(s\) if \(P\psi=s\psi\), with \(s=1\) for even and \(s=-1\) for odd.

Suppose \(\nabla^2\psi=-k^2\psi\) with constant \(k\), the wavenumber of a free wave at fixed energy or frequency. Then

\[
\nabla\cdot M=\nabla\cdot N=0,\qquad x\cdot M=0,\qquad \nabla\times N=k^2M,
\]

and, if \(\psi\) has parity \(s\), also \(PM_i=sM_i\) and \(PN_i=-sN_i\).

For a single free particle, \(-i\hbar M\) is the orbital angular momentum operator applied to \(\psi\). If \(\psi\) is a spherical Bessel function of \(kr\) times a spherical harmonic, both of the same degree \(\ell\ge1\), then \(M\) and \(N\) are, up to constant factors, the divergence-free vector spherical waves. Here \(\psi\) need not have definite angular momentum, and normalisation and completeness are not treated.

## Derivation in components

The components are \(M_0=x_1\partial_2\psi-x_2\partial_1\psi\) and its cyclic permutations. A triple product with a repeated vector vanishes, so \(x\cdot M=0\). In the divergence, no derivative meets its own coordinate:

\[
\begin{aligned}
\nabla\cdot M={}&x_1\partial_0\partial_2\psi-x_2\partial_0\partial_1\psi
+x_2\partial_1\partial_0\psi\\
&-x_0\partial_1\partial_2\psi+x_0\partial_2\partial_1\psi-x_1\partial_2\partial_0\psi=0 .
\end{aligned}
\]

Similarly,

\[
\nabla\cdot N=\partial_0(\partial_1M_2-\partial_2M_1)+\partial_1(\partial_2M_0-\partial_0M_2)+\partial_2(\partial_0M_1-\partial_1M_0)=0 .
\]

For the double curl, component 0 is

\[
\begin{aligned}
(\nabla\times N)_0&=\partial_1(\partial_0M_1-\partial_1M_0)-\partial_2(\partial_2M_0-\partial_0M_2)\\
&=\partial_0(\nabla\cdot M)-\nabla^2M_0=-\nabla^2M_0 .
\end{aligned}
\]

The product rule gives \(\nabla^2(x_jf)=x_j\nabla^2f+2\partial_jf\), hence

\[
\nabla^2M_0=x_1\partial_2\nabla^2\psi-x_2\partial_1\nabla^2\psi+2\partial_1\partial_2\psi-2\partial_2\partial_1\psi .
\]

The last two terms cancel. The other components follow cyclically, so

\[
\nabla\times N=-x\times\nabla(\nabla^2\psi)=k^2M .
\]

Under inversion, \(P(x_i\partial_j\psi)=(-x_i)(-\partial_jP\psi)=s\,x_i\partial_j\psi\), so \(M\) keeps the factor \(s\). The further derivative in \(N\) changes its sign.

These signs refer to components. Inverting a polar vector field also reverses the vector itself, which adds a minus sign to both results. In either convention \(M\) and \(N\) have opposite signs. In an electromagnetic mode in vacuum with electric field \(M\), the magnetic field is proportional to \(N\). The electric field is polar and takes the extra minus sign, while the magnetic field is axial and does not, so both have parity \(-s\).

## Fields and operators in Lean

`K` holds the constants and `R` the scalar fields. A vector field is a function `Fin 3 → R`, with components numbered from 0.

```lean
import Mathlib

open Matrix

namespace VectorHarmonics

noncomputable section

variable {K R : Type*} [CommRing K] [CommRing R] [Algebra K R]
```

The four differential operators have their Cartesian forms.

```lean
/-- The gradient of a scalar field. -/
def grad (d : Fin 3 → Derivation K R R) (f : R) : Fin 3 → R := fun i => d i f

/-- The divergence of a vector field. -/
def divergence (d : Fin 3 → Derivation K R R) (F : Fin 3 → R) : R := ∑ i, d i (F i)

/-- The curl of a vector field. -/
def curl (d : Fin 3 → Derivation K R R) (F : Fin 3 → R) : Fin 3 → R :=
  ![d 1 (F 2) - d 2 (F 1), d 2 (F 0) - d 0 (F 2), d 0 (F 1) - d 1 (F 0)]

/-- The Laplacian of a scalar field. -/
def laplacian (d : Fin 3 → Derivation K R R) (f : R) : R := ∑ i, d i (d i f)
```

The two vector fields are defined for any `ψ`, before the Helmholtz equation is imposed.

```lean
/-- The vector field `M = x × grad ψ`. -/
def fieldM (d : Fin 3 → Derivation K R R) (x : Fin 3 → R) (ψ : R) : Fin 3 → R :=
  x ⨯₃ grad d ψ

/-- The vector field `N = curl M`. -/
def fieldN (d : Fin 3 → Derivation K R R) (x : Fin 3 → R) (ψ : R) : Fin 3 → R :=
  curl d (fieldM d x ψ)
```

The assumptions on coordinates and inversion are collected in two structures. `P` is not assumed to be invertible; the usual inversion of functions, \(f(x)\mapsto f(-x)\), is a special case.

```lean
/-- Cartesian coordinates `x` with their partial derivatives `d`: the derivatives commute,
and `d i (x j)` is the Kronecker delta. -/
structure IsCartesian (d : Fin 3 → Derivation K R R) (x : Fin 3 → R) : Prop where
  comm : ∀ i j f, d i (d j f) = d j (d i f)
  coord : ∀ i j, d i (x j) = if i = j then 1 else 0

/-- Spatial inversion: an algebra map that reverses the coordinates and anticommutes with
the partial derivatives. -/
structure IsInversion (d : Fin 3 → Derivation K R R) (x : Fin 3 → R) (P : R →ₐ[K] R) :
    Prop where
  coord : ∀ j, P (x j) = -x j
  deriv : ∀ i f, P (d i f) = -d i (P f)
```

## Identities for arbitrary \(\psi\)

The commutation rules put mixed derivatives in a common order, after which the terms of the divergence of a curl cancel.

```lean
variable {d : Fin 3 → Derivation K R R} {x : Fin 3 → R} {P : R →ₐ[K] R}

/-- In Cartesian coordinates the curl of any vector field has zero divergence. -/
theorem divergence_curl (h : IsCartesian d x) (F : Fin 3 → R) :
    divergence d (curl d F) = 0 := by
  simp [divergence, curl, Fin.sum_univ_three, h.comm 1 0, h.comm 2 0, h.comm 2 1]
```

For `M`, the components are written out first; `Derivation.leibniz` then applies the product rule, and `ring` cancels the pairs.

```lean
/-- In Cartesian coordinates `x × grad ψ` has zero divergence for every scalar field `ψ`. -/
theorem divergence_fieldM (h : IsCartesian d x) (ψ : R) :
    divergence d (fieldM d x ψ) = 0 := by
  simp only [divergence, Fin.sum_univ_three]
  have h0 : fieldM d x ψ 0 = x 1 * d 2 ψ - x 2 * d 1 ψ := by
    simp [fieldM, grad, cross_apply]
  have h1 : fieldM d x ψ 1 = x 2 * d 0 ψ - x 0 * d 2 ψ := by
    simp [fieldM, grad, cross_apply]
  have h2 : fieldM d x ψ 2 = x 0 * d 1 ψ - x 1 * d 0 ψ := by
    simp [fieldM, grad, cross_apply]
  rw [h0, h1, h2]
  simp only [map_sub, Derivation.leibniz, smul_eq_mul, h.coord]
  -- only mixed second derivatives survive, and they cancel in pairs
  simp only [h.comm 1 0, h.comm 2 0, h.comm 2 1, Fin.isValue, Fin.reduceEq, if_false]
  ring
```

The next lemma is the component calculation of \(\nabla^2M\). `fin_cases` treats the three components separately.

```lean
/-- In Cartesian coordinates the Laplacian of each component of `x × grad ψ` is the same
component of `x × grad (∇²ψ)`. -/
theorem laplacian_fieldM (h : IsCartesian d x) (ψ : R) (i : Fin 3) :
    laplacian d (fieldM d x ψ i) = fieldM d x (laplacian d ψ) i := by
  fin_cases i <;>
    simp [laplacian, fieldM, grad, cross_apply, Fin.sum_univ_three, Derivation.leibniz,
      h.coord, h.comm 1 0, h.comm 2 0, h.comm 2 1] <;> ring
```

The double-curl identity is proved by direct expansion, without citing the previous lemma; the hand derivation passes through \(\nabla(\nabla\cdot M)-\nabla^2M\) instead.

```lean
/-- In Cartesian coordinates the double curl of `x × grad ψ` is `-x × grad (∇²ψ)`, for every
scalar field `ψ`. -/
theorem curl_fieldN (h : IsCartesian d x) (ψ : R) :
    curl d (fieldN d x ψ) = -fieldM d x (laplacian d ψ) := by
  ext i
  fin_cases i <;>
    simp [laplacian, fieldN, curl, fieldM, grad, cross_apply, Fin.sum_univ_three,
      Derivation.leibniz, h.coord, h.comm 1 0, h.comm 2 0, h.comm 2 1] <;> ring
```

## Parity and the Helmholtz equation

The parity lemmas move `P` through products and derivatives; `module` collects the scalar factors. They hold for any constant `s`, including \(\pm1\).

```lean
/-- If inversion multiplies `ψ` by `s`, it multiplies every component of `M` by `s`. -/
theorem parity_fieldM (hP : IsInversion d x P) {s : K} {ψ : R} (hs : P ψ = s • ψ)
    (i : Fin 3) : P (fieldM d x ψ i) = s • fieldM d x ψ i := by
  fin_cases i <;>
    simp [fieldM, grad, cross_apply, hP.coord, hP.deriv, hs] <;> module

/-- If inversion multiplies every component of a vector field by `s`, it multiplies every
component of its curl by `-s`. -/
theorem parity_curl (hP : IsInversion d x P) {s : K} {F : Fin 3 → R}
    (hF : ∀ i, P (F i) = s • F i) (i : Fin 3) : P (curl d F i) = -(s • curl d F i) := by
  fin_cases i <;> simp [curl, hP.deriv, hF] <;> module
```

The main theorem assumes the Helmholtz equation as `hψ` and the parity of `ψ` as `hs`. Only the formula for `curl N` uses `hψ`: it is substituted into the double-curl identity, and the constant \(k^2\) is taken outside the gradient.

```lean
/-- Let `ψ` solve the Helmholtz equation `∇²ψ = -k²ψ` in Cartesian coordinates, and let
inversion multiply `ψ` by `s` (`1` for even, `-1` for odd). Then `M` and `N` are
divergence-free, `M` is orthogonal to `x`, `curl N = k² M`, and inversion multiplies the
components of `M` by `s` and those of `N` by `-s`. -/
theorem vector_harmonics (h : IsCartesian d x) (hP : IsInversion d x P) {k s : K} {ψ : R}
    (hψ : laplacian d ψ = -(k ^ 2 • ψ)) (hs : P ψ = s • ψ) :
    divergence d (fieldM d x ψ) = 0 ∧ divergence d (fieldN d x ψ) = 0 ∧
      x ⬝ᵥ fieldM d x ψ = 0 ∧ curl d (fieldN d x ψ) = k ^ 2 • fieldM d x ψ ∧
      (∀ i, P (fieldM d x ψ i) = s • fieldM d x ψ i) ∧
      (∀ i, P (fieldN d x ψ i) = -(s • fieldN d x ψ i)) := by
  refine ⟨divergence_fieldM h ψ, divergence_curl h _, dot_self_cross _ _, ?_,
    parity_fieldM hP hs, parity_curl hP (parity_fieldM hP hs)⟩
  -- insert the Helmholtz equation into the double curl
  rw [curl_fieldN h, hψ]
  ext i
  fin_cases i <;> simp [fieldM, grad, cross_apply] <;> module

open MvPolynomial
```

## A standing wave with nonzero \(M\)

Real polynomials in five generators provide an example. `X 0`, `X 1`, `X 2` are the coordinates, while `X 3` and `X 4` differentiate like \(\cos kz\) and \(\sin kz\). The comments in the code call these two `c` and `s`; that `s` is not the parity.

```lean
/-- Partial derivatives on real polynomials in `x, y, z, c, s`, where `c` and `s`
differentiate like `cos kz` and `sin kz`. -/
def waveD (k : ℝ) (i : Fin 3) :
    Derivation ℝ (MvPolynomial (Fin 5) ℝ) (MvPolynomial (Fin 5) ℝ) :=
  mkDerivation ℝ ((![![1, 0, 0, 0, 0], ![0, 1, 0, 0, 0],
    ![0, 0, 1, -(C k * X 4), C k * X 3]] : Fin 3 → Fin 5 → MvPolynomial (Fin 5) ℝ) i)

/-- The coordinates `x, y, z` among the five generators. -/
def waveX : Fin 3 → MvPolynomial (Fin 5) ℝ := ![X 0, X 1, X 2]

/-- The inversion that reverses `x, y, z, s` and keeps `c`. -/
def waveP : MvPolynomial (Fin 5) ℝ →ₐ[ℝ] MvPolynomial (Fin 5) ℝ :=
  aeval ![-X 0, -X 1, -X 2, X 3, -X 4]
```

For \(\psi\) equal to `X 3` and \(k\ne0\), every hypothesis holds with \(s=1\). Commutation and the inversion rule are checked on generators and extended to all polynomials. Component 1 of \(M\) is `k` times `X 0 * X 4`; setting all generators to one gives \(k\), so \(M\ne0\). This tests a polynomial whose generators are independent; it is not a point where cosine and sine both equal one. For the actual functions, with \(z=x_2\), the component is \(k\,x_0\sin kz\), which is not identically zero either.

```lean
/-- For `k ≠ 0` the standing wave `ψ = c` meets all hypotheses of `vector_harmonics` with
even parity, and its field `M` is not zero. -/
theorem vector_harmonics_witness {k : ℝ} (hk : k ≠ 0) :
    IsCartesian (waveD k) waveX ∧ IsInversion (waveD k) waveX waveP ∧
      laplacian (waveD k) (X 3) = -(k ^ 2 • X 3) ∧ waveP (X 3) = (1 : ℝ) • X 3 ∧
      fieldM (waveD k) waveX (X 3) ≠ 0 := by
  refine ⟨⟨?_, ?_⟩, ⟨?_, ?_⟩, ?_, ?_, ?_⟩
  · intro i j f
    -- a commutator of derivations vanishes once it vanishes on the generators
    have h : ⁅waveD k i, waveD k j⁆ = 0 := by
      apply MvPolynomial.derivation_ext
      intro n
      fin_cases i <;> fin_cases j <;> fin_cases n <;>
        simp [waveD, Derivation.commutator_apply, mkDerivation_X, Derivation.leibniz]
    exact sub_eq_zero.mp (by rw [← Derivation.commutator_apply, h]; rfl)
  · intro i j
    fin_cases i <;> fin_cases j <;> simp [waveD, waveX, mkDerivation_X]
  · intro j
    fin_cases j <;> simp [waveP, waveX]
  · intro i f
    have hX : ∀ n, waveP (waveD k i (X n)) = -waveD k i (waveP (X n)) := by
      intro n
      fin_cases i <;> fin_cases n <;>
        simp [waveD, waveP, mkDerivation_X, MvPolynomial.algebraMap_eq]
    induction f using MvPolynomial.induction_on with
    | C a => simp [waveD, waveP, MvPolynomial.algebraMap_eq]
    | add p q hp hq =>
      simp only [map_add, hp, hq]
      ring
    | mul_X p n hp =>
      simp only [Derivation.leibniz, map_add, map_mul, smul_eq_mul, hp, hX]
      ring
  · simp [laplacian, waveD, Fin.sum_univ_three, mkDerivation_X, Derivation.leibniz,
      MvPolynomial.smul_eq_C_mul]
    ring
  · simp [waveP]
  · intro h
    -- evaluate the second component of `M` with all generators set to one
    have h1 := congrArg (eval (fun _ => (1 : ℝ))) (congrFun h 1)
    apply hk
    simpa [fieldM, grad, cross_apply, waveD, waveX, mkDerivation_X] using h1

end

end VectorHarmonics
```

```lean
#print axioms VectorHarmonics.laplacian_fieldM
-- 'VectorHarmonics.laplacian_fieldM' depends on axioms: [propext, Classical.choice, Quot.sound]
#print axioms VectorHarmonics.parity_curl
-- 'VectorHarmonics.parity_curl' depends on axioms: [propext, Classical.choice, Quot.sound]
#print axioms VectorHarmonics.vector_harmonics
-- 'VectorHarmonics.vector_harmonics' depends on axioms: [propext, Classical.choice, Quot.sound]
```
